# A smallest two-dimensional k-point mesh exact for all plane waves with $|R_1|+|R_2|\le 2p$

On the five points $(r/5,\,3r/5)$ with $r=0,\dots,4$, the plane wave of $R=(1,0)$ runs through the five fifth roots of unity and averages to zero, while that of $R=(2,1)$ has phase $2\pi(2r+3r)/5=2\pi r$ and equals one at every point. The same arithmetic works for $N=2p^2+2p+1$ points, where the first failure comes at $|R_1|+|R_2|=2p+1$.

In Lean 4 with Mathlib:

```lean
import Mathlib

open Finset

namespace SkewBrillouinMesh

noncomputable section

/-- The number of sampling points, `N = 2p² + 2p + 1`. -/
def meshSize (p : ℕ) : ℕ := 2 * p ^ 2 + 2 * p + 1

/-- The plane wave `exp(2πi R·k)` of the lattice vector `R` at the point `k`, in reduced
coordinates. -/
def planeWave (R : ℤ × ℤ) (k : ℝ × ℝ) : ℂ :=
  Complex.exp (2 * Real.pi * Complex.I * (R.1 * k.1 + R.2 * k.2))

/-- The skew sampling point `(r/N, (2p+1)r/N)`. -/
def skewPoint (p r : ℕ) : ℝ × ℝ :=
  ((r : ℝ) / meshSize p, (2 * p + 1) * r / meshSize p)

/-- The equal-weight average of `f` over the `N` skew points. -/
def meshAverage (p : ℕ) (f : ℝ × ℝ → ℂ) : ℂ :=
  (∑ r ∈ range (meshSize p), f (skewPoint p r)) / meshSize p

/-- Two interleaved square arrays of lattice vectors, `(p+1)² + p²` labels in all. -/
def diamond (p : ℕ) : (Fin (p + 1) × Fin (p + 1)) ⊕ (Fin p × Fin p) → ℤ × ℤ
  | Sum.inl (i, j) => ((p : ℤ) - (i : ℕ) - (j : ℕ), ((j : ℕ) : ℤ) - (i : ℕ))
  | Sum.inr (i, j) => ((p : ℤ) - 1 - (i : ℕ) - (j : ℕ), ((j : ℕ) : ℤ) - (i : ℕ))

/-- The number of points as an integer. -/
lemma meshSize_cast (p : ℕ) : (meshSize p : ℤ) = 2 * (p : ℤ) ^ 2 + 2 * p + 1 := by
  simp [meshSize]

/-- The mesh average of a plane wave is one if `N` divides `R₁ + (2p+1)R₂`, and zero
otherwise. -/
theorem meshAverage_planeWave (p : ℕ) (R : ℤ × ℤ) :
    meshAverage p (planeWave R) =
      if (meshSize p : ℤ) ∣ R.1 + (2 * p + 1) * R.2 then 1 else 0 := by
  have hN : (meshSize p : ℂ) ≠ 0 := Nat.cast_ne_zero.mpr (Nat.succ_ne_zero _)
  obtain ⟨m, hm⟩ : ∃ m : ℤ, m = R.1 + (2 * p + 1) * R.2 := ⟨_, rfl⟩
  obtain ⟨z, hz⟩ : ∃ z : ℂ,
      z = Complex.exp (2 * Real.pi * Complex.I * ((m : ℂ) / meshSize p)) := ⟨_, rfl⟩
  -- along the mesh the plane wave is a geometric sequence
  have hpow : ∀ r : ℕ, planeWave R (skewPoint p r) = z ^ r := by
    intro r
    rw [hz, ← Complex.exp_nat_mul, hm]
    simp only [planeWave, skewPoint]
    congr 1
    push_cast
    ring
  have hzN : z ^ meshSize p = 1 := by
    rw [hz, ← Complex.exp_nat_mul, Complex.exp_eq_one_iff]
    exact ⟨m, by field_simp⟩
  simp only [meshAverage, hpow]
  rw [← hm]
  split_ifs with hd
  · obtain ⟨q, hq⟩ := hd
    have hz1 : z = 1 := by
      rw [hz, Complex.exp_eq_one_iff]
      refine ⟨q, ?_⟩
      rw [hq]
      push_cast
      field_simp
    simp [hz1, hN]
  · have hz1 : z ≠ 1 := by
      intro h
      rw [hz, Complex.exp_eq_one_iff] at h
      obtain ⟨n, hn⟩ := h
      have h1 : (m : ℂ) / meshSize p = n :=
        mul_left_cancel₀ Complex.two_pi_I_ne_zero (hn.trans (mul_comm _ _))
      rw [div_eq_iff hN] at h1
      have h2 : m = n * (meshSize p : ℤ) := by exact_mod_cast h1
      exact hd ⟨n, by rw [h2, mul_comm]⟩
    rw [geom_sum_eq hz1, hzN]
    simp

/-- The lattice vectors with `N ∣ R₁ + (2p+1)R₂` are the integer combinations of `(p+1, p)`
and `(-p, p+1)`. -/
theorem aliased_iff (p : ℕ) (R : ℤ × ℤ) :
    (meshSize p : ℤ) ∣ R.1 + (2 * p + 1) * R.2 ↔
      ∃ a b : ℤ, R.1 = a * (p + 1) - b * p ∧ R.2 = a * p + b * (p + 1) := by
  constructor
  · rintro ⟨m, hm⟩
    rw [meshSize_cast] at hm
    exact ⟨(p + 1) * m - R.2, R.2 - p * m, by linear_combination hm, by ring⟩
  · rintro ⟨a, b, h1, h2⟩
    refine ⟨a + b, ?_⟩
    rw [meshSize_cast, h1, h2]
    ring

/-- A nonzero lattice vector with `N ∣ R₁ + (2p+1)R₂` has `|R₁| + |R₂| ≥ 2p + 1`. -/
theorem aliased_length (p : ℕ) (R : ℤ × ℤ) (hR : R ≠ 0)
    (hd : (meshSize p : ℤ) ∣ R.1 + (2 * p + 1) * R.2) :
    2 * (p : ℤ) + 1 ≤ |R.1| + |R.2| := by
  obtain ⟨a, b, h1, h2⟩ := (aliased_iff p R).mp hd
  have hab : ¬(a = 0 ∧ b = 0) := by
    rintro ⟨rfl, rfl⟩
    exact hR (Prod.ext (by simpa using h1) (by simpa using h2))
  have hp : (0 : ℤ) ≤ p := Int.natCast_nonneg p
  have u1 := le_abs_self R.1
  have u2 := le_abs_self R.2
  have v1 := neg_abs_le R.1
  have v2 := neg_abs_le R.2
  -- in each sign sector one of ±(R₁ + R₂), ±(R₁ - R₂) is large enough
  have hc : (1 ≤ a ∧ 0 ≤ b) ∨ (a ≤ -1 ∧ b ≤ 0) ∨ (1 ≤ b ∧ a ≤ 0) ∨ (b ≤ -1 ∧ 0 ≤ a) := by
    omega
  rcases hc with ⟨ha, hb⟩ | ⟨ha, hb⟩ | ⟨hb, ha⟩ | ⟨hb, ha⟩
  · nlinarith [mul_nonneg (sub_nonneg.mpr ha) hp]
  · nlinarith [mul_nonneg (sub_nonneg.mpr ha) hp]
  · nlinarith [mul_nonneg (sub_nonneg.mpr hb) hp]
  · nlinarith [mul_nonneg (sub_nonneg.mpr hb) hp]

/-- The skew mesh averages every plane wave with `0 < |R₁| + |R₂| ≤ 2p` to zero, and the
plane wave of `R = (p+1, p)` to one. -/
theorem skew_mesh_exactness (p : ℕ) :
    (∀ R : ℤ × ℤ, R ≠ 0 → |R.1| + |R.2| ≤ 2 * (p : ℤ) → meshAverage p (planeWave R) = 0) ∧
      meshAverage p (planeWave ((p : ℤ) + 1, (p : ℤ))) = 1 := by
  constructor
  · intro R hR hlen
    rw [meshAverage_planeWave, if_neg]
    intro hd
    have := aliased_length p R hR hd
    linarith
  · rw [meshAverage_planeWave, if_pos]
    refine ⟨1, ?_⟩
    simp only [meshSize_cast]
    ring

/-- For a finite Fourier sum with all harmonics in `|R₁| + |R₂| ≤ 2p`, the mesh average is the
coefficient of `R = 0` (zero if that harmonic is absent). -/
theorem meshAverage_fourier_sum (p : ℕ) (S : Finset (ℤ × ℤ)) (c : ℤ × ℤ → ℂ)
    (hS : ∀ R ∈ S, |R.1| + |R.2| ≤ 2 * (p : ℤ)) :
    meshAverage p (fun k => ∑ R ∈ S, c R * planeWave R k) = if 0 ∈ S then c 0 else 0 := by
  have hlin : meshAverage p (fun k => ∑ R ∈ S, c R * planeWave R k) =
      ∑ R ∈ S, c R * meshAverage p (planeWave R) := by
    unfold meshAverage
    rw [Finset.sum_comm, Finset.sum_div]
    refine Finset.sum_congr rfl fun R _ => ?_
    rw [← Finset.mul_sum, mul_div_assoc]
  rw [hlin, ← Finset.sum_ite_eq' S 0 c]
  refine Finset.sum_congr rfl fun R hR => ?_
  split_ifs with h0
  · rw [h0, meshAverage_planeWave]
    simp
  · rw [(skew_mesh_exactness p).1 R h0 (hS R hR), mul_zero]

/-- The vectors of the two arrays are distinct. -/
lemma diamond_injective (p : ℕ) : Function.Injective (diamond p) := by
  rintro (⟨i, j⟩ | ⟨i, j⟩) (⟨i', j'⟩ | ⟨i', j'⟩) h <;>
    simp only [diamond, Prod.mk.injEq] at h
  · simp only [Sum.inl.injEq, Prod.mk.injEq, Fin.ext_iff]
    omega
  · exfalso
    omega
  · exfalso
    omega
  · simp only [Sum.inr.injEq, Prod.mk.injEq, Fin.ext_iff]
    omega

/-- Differences `R` of vectors of the two arrays satisfy `|R₁| + |R₂| ≤ 2p`. -/
lemma diamond_sub_length (p : ℕ) (x y : (Fin (p + 1) × Fin (p + 1)) ⊕ (Fin p × Fin p)) :
    |(diamond p x - diamond p y).1| + |(diamond p x - diamond p y).2| ≤ 2 * (p : ℤ) := by
  have key : ∀ a b n : ℤ, a + b ≤ n → a - b ≤ n → -a + b ≤ n → -a - b ≤ n →
      |a| + |b| ≤ n := by
    intro a b n h1 h2 h3 h4
    rcases abs_cases a with h | h <;> rcases abs_cases b with h' | h' <;> linarith [h.1, h'.1]
  rcases x with ⟨i, j⟩ | ⟨i, j⟩ <;> rcases y with ⟨i', j'⟩ | ⟨i', j'⟩ <;>
    have h1 := i.isLt <;> have h2 := j.isLt <;> have h3 := i'.isLt <;> have h4 := j'.isLt <;>
    apply key <;> simp only [diamond, Prod.fst_sub, Prod.snd_sub] <;> omega

/-- Any weighted mesh that integrates all plane waves with `|R₁| + |R₂| ≤ 2p` exactly has at
least `2p² + 2p + 1` points. -/
theorem skew_mesh_optimal (p : ℕ) {ι : Type*} [Fintype ι] (k : ι → ℝ × ℝ) (w : ι → ℂ)
    (hw : ∑ i, w i = 1)
    (hex : ∀ R : ℤ × ℤ, R ≠ 0 → |R.1| + |R.2| ≤ 2 * (p : ℤ) →
      ∑ i, w i * planeWave R (k i) = 0) :
    meshSize p ≤ Fintype.card ι := by
  have hsub : ∀ (R S : ℤ × ℤ) (q : ℝ × ℝ),
      planeWave (R - S) q = planeWave (-S) q * planeWave R q := by
    intro R S q
    unfold planeWave
    rw [← Complex.exp_add]
    congr 1
    simp only [Prod.fst_sub, Prod.snd_sub, Prod.fst_neg, Prod.snd_neg]
    push_cast
    ring
  -- exactness makes the sampled plane waves linearly independent
  have hli : LinearIndependent ℂ (fun x => fun i => planeWave (diamond p x) (k i)) := by
    rw [Fintype.linearIndependent_iff]
    intro g hg y
    have hpt : ∀ i, ∑ x, g x * planeWave (diamond p x) (k i) = 0 := by
      intro i
      simpa [Finset.sum_apply] using congrFun hg i
    calc g y = ∑ x, g x * ∑ i, w i * planeWave (diamond p x - diamond p y) (k i) := by
          rw [Finset.sum_eq_single y]
          · simp [planeWave, hw]
          · intro x _ hx
            rw [hex _ (sub_ne_zero.mpr ((diamond_injective p).ne hx))
              (diamond_sub_length p x y), mul_zero]
          · simp
      _ = ∑ i, w i * planeWave (-diamond p y) (k i) *
            ∑ x, g x * planeWave (diamond p x) (k i) := by
          simp only [Finset.mul_sum]
          rw [Finset.sum_comm]
          refine Finset.sum_congr rfl fun i _ => Finset.sum_congr rfl fun x _ => ?_
          rw [hsub]
          ring
      _ = 0 := by simp [hpt]
  have hc := hli.fintype_card_le_finrank
  rw [Module.finrank_fintype_fun_eq_card] at hc
  simp only [Fintype.card_sum, Fintype.card_prod, Fintype.card_fin] at hc
  unfold meshSize
  nlinarith [hc]

end

end SkewBrillouinMesh
```

```lean
#print axioms SkewBrillouinMesh.meshAverage_fourier_sum
#print axioms SkewBrillouinMesh.skew_mesh_optimal
```

```
'SkewBrillouinMesh.meshAverage_fourier_sum' depends on axioms: [propext, Classical.choice, Quot.sound]
'SkewBrillouinMesh.skew_mesh_optimal' depends on axioms: [propext, Classical.choice, Quot.sound]
```

## Exactness up to length $2p$, failure at $(p+1,p)$

Let $p\ge 0$ be an integer and $N=2p^2+2p+1$, which is `meshSize p`. The mesh consists of the points

$$k_r=\left(\frac rN,\ \frac{(2p+1)r}{N}\right),\qquad r=0,\dots,N-1,$$

given by `skewPoint p r`, and `meshAverage p f` is the equal-weight average of a function $f$ over them. Call $|R_1|+|R_2|$ the length of an integer vector $R=(R_1,R_2)$.

The theorem `skew_mesh_exactness` has two parts. Every nonzero $R$ of length at most $2p$ has a plane wave $e^{2\pi i R\cdot k}$ that averages to zero, which is its exact integral over the Brillouin zone. The vector $(p+1,p)$, of length $2p+1$, has a plane wave that averages to one, although its exact integral is zero. The range of exactness therefore ends at $2p$. For $p=0$ the mesh is the single point $k=0$, the first part is empty, and the second concerns $R=(1,0)$.

The theorem `meshAverage_fourier_sum` carries this over to finite Fourier sums: if all harmonics have length at most $2p$, the mesh returns the coefficient of $R=0$, or zero if that harmonic is absent.

The theorem `skew_mesh_optimal` compares the mesh with all others. Take any finite family of points `k i` with complex weights `w i` that sum to one, and suppose that the weighted sum vanishes for every nonzero $R$ of length at most $2p$. Then the family has at least $N$ points. The skew mesh with weights $1/N$ attains this bound.

## Lattice vectors, reduced coordinates and what the length measures

A pair in `ℤ × ℤ` is a vector of a two-dimensional Bravais lattice, written in a chosen primitive basis. A pair in `ℝ × ℝ` is a wave vector in units of the dual reciprocal basis, so $R\cdot k$ is $R_1k_1+R_2k_2$ and the factor $2\pi$ stands explicitly in `planeWave`. The second coordinate of a skew point may exceed one. It is not folded back into the unit cell, and for plane waves with integer $R$ this makes no difference.

The length counts steps along the two basis vectors and is not a Euclidean distance. On a square lattice with the usual basis it is the smallest number of nearest-neighbour hops between two sites separated by $R$. On other lattices the set of vectors with length at most $2p$ depends on the basis and need not have the symmetry of the crystal.

The result bears on Brillouin-zone averages in electronic structure for two-dimensional models whose integrand has finitely many harmonics, such as the dispersion $E(k)$, or a power of it, in a tight-binding model with one orbital per unit cell, orthonormal orbitals and finite-range hopping. The sharp occupation function of a metal has no such cutoff, and the theorems give no error estimate for it.

The lower bound counts all points of the mesh, not the symmetry-inequivalent ones, and it requires exactness for each plane wave separately. A mesh designed only for integrands with a given point-group symmetry does not have to meet that hypothesis.

## Second and third moments of a square-lattice band on five points

Take $p=1$ and the band $E(k)=2\cos 2\pi k_1+2\cos 2\pi k_2$, with energies in units of the hopping amplitude. At $r=0$ the energy is $4$. At $r=1$ it is $2\cos 72^\circ+2\cos 216^\circ=-1$, and the other three points also give $-1$.

The mesh average of $E$ is $(4-4)/5=0$, and that of $E^2$ is $(16+4)/5=4$. Both are exact: $E^2$ has harmonics of length at most $2$, and its constant coefficient is the number of closed two-step walks from a given site of the square lattice, which is $4$.

For $E^3$ the mesh gives $(64-4)/5=12$, whereas the exact average is zero. The error comes from the four vectors $\pm(2,1)$ and $\pm(-1,2)$, each of which appears in $E^3$ with coefficient $3$.

## From a geometric sum to a divisibility condition

Put $m=R_1+(2p+1)R_2$. At the mesh points $R\cdot k_r=rm/N$, so the plane wave takes the values $z^r$ with $z=e^{2\pi i m/N}$, and $z^N=1$. If $N$ divides $m$, then $z=1$ and the average is one. Otherwise $z\ne1$ and

$$\frac1N\sum_{r=0}^{N-1}z^r=\frac1N\,\frac{z^N-1}{z-1}=0.$$

This is `meshAverage_planeWave`. Inside it, `hpow` identifies the geometric sequence, `hzN` is $z^N=1$, and `geom_sum_eq` sums the series. The equivalence between $z=1$ and divisibility comes from `Complex.exp_eq_one_iff`, which says that an exponential equals one exactly when its argument is an integer multiple of $2\pi i$.

## The aliased vectors and the shortest nonzero ones

Call $R$ aliased if $N$ divides $R_1+(2p+1)R_2$. The theorem `aliased_iff` states that these are exactly the vectors

$$R=a\,(p+1,\,p)+b\,(-p,\,p+1),\qquad a,b\in\mathbb Z.$$

In one direction, suppose $R_1+(2p+1)R_2=Nm$, where $m$ now denotes the quotient, as in the proof of this theorem. Choose $a=(p+1)m-R_2$ and $b=R_2-pm$. Then

$$a(p+1)-bp=\big((p+1)^2+p^2\big)m-(2p+1)R_2=Nm-(2p+1)R_2=R_1,$$

and $ap+b(p+1)=R_2$, because the terms in $m$ cancel. The proof supplies these two integers and checks the first identity with `linear_combination hm`. In the other direction, substituting the combination gives $R_1+(2p+1)R_2=(a+b)N$.

It remains to find the shortest nonzero aliased vector. From the formula for $R$,

$$R_1+R_2=(2p+1)a+b,\qquad R_1-R_2=a-(2p+1)b.$$

If $R\ne0$, then $a$ and $b$ are not both zero, and one of four cases applies:

- If $a\ge1$ and $b\ge0$, then $R_1+R_2\ge 2p+1$.
- If $a\le-1$ and $b\le0$, then $-(R_1+R_2)\ge 2p+1$.
- If $b\ge1$ and $a\le0$, then $R_2-R_1\ge 2p+1$.
- If $b\le-1$ and $a\ge0$, then $R_1-R_2\ge 2p+1$.

Each left-hand side is at most $|R_1|+|R_2|$, so the length is at least $2p+1$. In `aliased_length`, `omega` shows that the four cases are exhaustive, and `nlinarith` proves each inequality from a product such as $(a-1)p\ge0$.

A nonzero vector of length at most $2p$ is therefore not aliased, and its average is zero. The vector $(p+1,p)$ is the case $a=1$, $b=0$, so its average is one. This proves `skew_mesh_exactness`. For a finite Fourier sum $\sum_R c_R e^{2\pi i R\cdot k}$, exchanging the two finite sums gives $\sum_R c_R$ times the average of each plane wave, and only $R=0$ survives.

## Why fewer points cannot suffice

Consider the integer vectors of length at most $p$. They form two interleaved square arrays, which `diamond` labels as

$$(p-i-j,\ j-i)\ \text{ for } 0\le i,j\le p,\qquad (p-1-i-j,\ j-i)\ \text{ for } 0\le i,j\le p-1.$$

The sum of the two components has the parity of $p$ in the first array and the opposite parity in the second, so the arrays do not overlap. Within each array, the sum and the difference of the components determine $i$ and $j$. There are thus $(p+1)^2+p^2=N$ distinct vectors, as `diamond_injective` guarantees. By the triangle inequality their differences have length at most $2p$. The lemma `diamond_sub_length` obtains this bound by checking the four signed sums of the components.

Write $D_x$ for the vector with label $x$, and let a mesh $k_i$ with weights $w_i$ satisfy the hypotheses of `skew_mesh_optimal`. Suppose that coefficients $g_x$ satisfy

$$\sum_x g_x\,e^{2\pi i D_x\cdot k_i}=0\quad\text{for every mesh point } i,$$

where the $i$ in the exponent's prefactor $2\pi i$ is the imaginary unit. Multiply by $w_i e^{-2\pi i D_y\cdot k_i}$ and sum over the mesh:

$$0=\sum_x g_x\sum_i w_i\,e^{2\pi i (D_x-D_y)\cdot k_i}=g_y.$$

The inner sum is one for $x=y$, because the weights sum to one, and zero for $x\ne y$, by exactness. Every coefficient therefore vanishes. The `calc` block in the proof is this computation read from $g_y$ to zero, with `hsub` splitting the plane wave of a difference into a product.

## Counting points through the dimension of a function space

The lower bound turns on `LinearIndependent.fintype_card_le_finrank`: a linearly independent finite family has no more members than the dimension of the space that contains it. Here each member is a plane wave restricted to the mesh, a vector in `ι → ℂ` with one complex component per mesh point. The lemma `Module.finrank_fintype_fun_eq_card` identifies the dimension of that space with the number of mesh points, and the inequality $N\le|\iota|$ follows.

The argument needs no information about where the points lie. They may be irregular or even coincide, since `ι` counts labels and not distinct positions. The weights enter only through the sums that isolate $g_y$, so they may be negative or complex. Because `diamond` takes its labels from a disjoint union of two products, the size of the family comes directly from the cardinality lemmas as $(p+1)^2+p^2$.
